# Kinetic equations for fermion pair creation from the Bogoliubov equations of a single mode

Let A(t) and B(t) be the complex Bogoliubov amplitudes of one fermion mode in a time-dependent field. The real function ω(t) is the mode frequency, θ(t) is the accumulated phase, and the real function W(t) is the coupling by which the changing field mixes positive and negative frequencies. With a prime for d/dt, I take

    A' = −(W/2) B exp(−2iθ)
    B' = (W/2) A exp(2iθ)
    θ' = ω

and |A|² + |B|² = 1 at one initial time. Define f = |B|² and u + iv = 2A conj(B) exp(2iθ), with u and v real. I believe that

    f' = Wu/2
    u' = W(1 − 2f) − 2ωv
    v' = 2ωu
    (1 − 2f)² + u² + v² = 1

at all times. Can this be derived rigorously, with a proof that a machine has checked?

## Three real equations on a unit sphere

Yes. Write E = exp(2iθ) and C = u + iv = 2A conj(B)E. Since θ is real, conj(E) = exp(−2iθ) and E conj(E) = 1. The two squared moduli change at the rates

    (|B|²)' = 2 Re(conj(B) B') = W Re(A conj(B) E) = Wu/2
    (|A|²)' = 2 Re(conj(A) A') = −W Re(conj(A) B conj(E)) = −Wu/2

The first line is the equation for f. The sum of the two is zero, so |A|² + |B|² = 1 at all times. The product rule for C gives

    C' = 2A' conj(B) E + 2A conj(B') E + 2iωC
       = −W|B|² + W|A|² + 2iωC
       = W(1 − 2f) + 2iωC

Its real and imaginary parts are the equations for u and v. Finally,

    u² + v² = |C|² = 4|A|²|B|² = 4f(1 − f) = 1 − (1 − 2f)²

which is the sphere.

If W is continuous and the mode is empty at t₀, so that B(t₀) = 0, then u and v can be eliminated. Fix t, let φ(s) = 2(θ(t) − θ(s)), and set R(s) = u(s) cos φ(s) − v(s) sin φ(s). Because φ' = −2ω, all terms with ω cancel:

    R'(s) = W(s)(1 − 2f(s)) cos φ(s)

Since R(t) = u(t) and R(t₀) = 0, integration gives

    f'(t) = (W(t)/2) ∫ W(s)(1 − 2f(s)) cos(2(θ(t) − θ(s))) ds,   s from t₀ to t

This is the quantum Vlasov equation for one mode in a prescribed field; the reaction of the created pairs on the field is not included.

## An explicit solution, with numbers

For real constants χ and Ω take W = 2Ω sin χ, ω = Ω cos χ and θ = ωt, with

    A = exp(−iθ)(cos Ωt + i cos χ sin Ωt)
    B = exp(iθ) sin χ sin Ωt

Differentiating,

    A' = −Ω sin²χ sin Ωt exp(−iθ) = −(W/2) B exp(−2iθ)
    B' = Ω sin χ exp(iθ)(cos Ωt + i cos χ sin Ωt) = (W/2) A exp(2iθ)

At t = 0, A = 1 and B = 0, and at all times f = (sin χ sin Ωt)². This is a mathematical test case, not a model of pair creation in a uniform electric field of fixed direction: there a constant ω means a constant kinetic momentum, hence no field and W = 0.

Put χ = π/6 and Ω = 1, so W = 1 and ω = √3/2. At t = π/4 one finds f = 1/8, u = 1/2 and v = √3/4. The sphere reads 9/16 + 4/16 + 3/16 = 1. The rates are f' = 1/4, u' = 3/4 − 3/4 = 0 and v' = √3/2, in agreement with f = (sin²t)/4, u = (sin 2t)/2 and v = (√3/2) sin²t.

## What the Lean statements say

`BogoliubovFlow W ω θ A B` holds the three differential equations as `HasDerivAt` statements at every real time. `pairNumber B` is f, `coherence θ A B` is C, and u and v are its `.re` and `.im`. `Complex.normSq` is the squared modulus.

`kinetic_equations` assumes the flow and the normalisation at one time `t₀`, and concludes all four relations at every `t`. The normalisation expresses the fermionic anticommutation relations. `quantum_vlasov` adds `Continuous W` and `B t₀ = 0`, the initial vacuum of the mode. `bogoliubovFlow_witness` is the explicit solution above.

The Bogoliubov equations are assumed, not derived from the Dirac equation, and W and ω are arbitrary real functions, not tied to a particular field. The quantity f is the mean number of pairs in the mode if the quantum state is the vacuum of the fixed operators on which the Bogoliubov transformation acts; while the field is on, this reading also depends on the choice of instantaneous modes.

```lean
import Mathlib

open ComplexConjugate

namespace PairCreationKinetics

noncomputable section

/-- The Bogoliubov equations for the mode amplitudes `A`, `B` with real coupling `W`,
mode frequency `ω` and dynamical phase `θ`. -/
structure BogoliubovFlow (W ω θ : ℝ → ℝ) (A B : ℝ → ℂ) : Prop where
  dA : ∀ t, HasDerivAt A
    (-((W t : ℂ) / 2) * B t * Complex.exp (-(2 * (θ t : ℂ) * Complex.I))) t
  dB : ∀ t, HasDerivAt B
    ((W t : ℂ) / 2 * A t * Complex.exp (2 * (θ t : ℂ) * Complex.I)) t
  dθ : ∀ t, HasDerivAt θ (ω t) t

/-- The pair occupation number `f = |B|²` of the mode. -/
def pairNumber (B : ℝ → ℂ) (t : ℝ) : ℝ := Complex.normSq (B t)

/-- The complex pair coherence `u + iv = 2 A conj(B) exp(2iθ)`. -/
def coherence (θ : ℝ → ℝ) (A B : ℝ → ℂ) (t : ℝ) : ℂ :=
  2 * A t * conj (B t) * Complex.exp (2 * (θ t : ℂ) * Complex.I)

/-- Reversing the sign of the dynamical phase conjugates the phase factor. -/
theorem phase_neg (x : ℝ) : Complex.exp (-(2 * (x : ℂ) * Complex.I)) =
    conj (Complex.exp (2 * (x : ℂ) * Complex.I)) := by
  rw [← Complex.exp_conj]
  congr 1
  simp only [map_mul, map_ofNat, Complex.conj_ofReal, Complex.conj_I]
  ring

/-- The dynamical phase factor has modulus one. -/
theorem phase_mul_conj (x : ℝ) : Complex.exp (2 * (x : ℂ) * Complex.I) *
    conj (Complex.exp (2 * (x : ℂ) * Complex.I)) = 1 := by
  rw [← phase_neg, ← Complex.exp_add, add_neg_cancel, Complex.exp_zero]

/-- The rate of change of the squared modulus of a complex amplitude. -/
theorem hasDerivAt_normSq {z : ℝ → ℂ} {z' : ℂ} {t : ℝ} (h : HasDerivAt z z' t) :
    HasDerivAt (fun s => Complex.normSq (z s)) (2 * (conj (z t) * z').re) t := by
  have hr : HasDerivAt (fun s => (z s).re) z'.re t :=
    Complex.reCLM.hasFDerivAt.comp_hasDerivAt t h
  have hi : HasDerivAt (fun s => (z s).im) z'.im t :=
    Complex.imCLM.hasFDerivAt.comp_hasDerivAt t h
  simp only [Complex.normSq_apply]
  refine ((hr.fun_mul hr).fun_add (hi.fun_mul hi)).congr_deriv ?_
  simp only [Complex.mul_re, Complex.conj_re, Complex.conj_im]
  ring

variable {W ω θ : ℝ → ℝ} {A B : ℝ → ℂ}

/-- Pairs are produced at the rate `f' = W u / 2`. -/
theorem pairNumber_rate (h : BogoliubovFlow W ω θ A B) (t : ℝ) :
    HasDerivAt (pairNumber B) (W t / 2 * (coherence θ A B t).re) t := by
  refine (hasDerivAt_normSq (h.dB t)).congr_deriv ?_
  have e : conj (B t) * ((W t : ℂ) / 2 * A t * Complex.exp (2 * (θ t : ℂ) * Complex.I))
      = ((W t / 4 : ℝ) : ℂ) * coherence θ A B t := by
    simp only [coherence]
    push_cast
    ring
  rw [e, Complex.re_ofReal_mul]
  ring

/-- The normalisation `|A|² + |B|²` is the same at all times. -/
theorem normalisation_conserved (h : BogoliubovFlow W ω θ A B) (t t₀ : ℝ) :
    Complex.normSq (A t) + Complex.normSq (B t) =
      Complex.normSq (A t₀) + Complex.normSq (B t₀) := by
  have hd : ∀ s, HasDerivAt (fun s => Complex.normSq (A s) + Complex.normSq (B s)) 0 s := by
    intro s
    refine ((hasDerivAt_normSq (h.dA s)).fun_add (pairNumber_rate h s)).congr_deriv ?_
    have e : conj (A s) *
        (-((W s : ℂ) / 2) * B s * Complex.exp (-(2 * (θ s : ℂ) * Complex.I)))
        = ((-(W s / 4) : ℝ) : ℂ) * conj (coherence θ A B s) := by
      rw [phase_neg]
      simp only [coherence, map_mul, Complex.conj_conj, map_ofNat]
      push_cast
      ring
    rw [e, Complex.re_ofReal_mul, Complex.conj_re]
    ring
  exact is_const_of_deriv_eq_zero (fun s => (hd s).differentiableAt) (fun s => (hd s).deriv) t t₀

/-- The coherence is driven by `W (|A|² - |B|²)` and rotates at the frequency `2ω`. -/
theorem coherence_rate (h : BogoliubovFlow W ω θ A B) (t : ℝ) :
    HasDerivAt (coherence θ A B)
      (((W t * (Complex.normSq (A t) - Complex.normSq (B t)) : ℝ) : ℂ) +
        ((2 * ω t : ℝ) : ℂ) * (Complex.I * coherence θ A B t)) t := by
  have hB : HasDerivAt (fun s => conj (B s))
      (conj ((W t : ℂ) / 2 * A t * Complex.exp (2 * (θ t : ℂ) * Complex.I))) t := (h.dB t).star
  have hE := (((h.dθ t).ofReal_comp.const_mul (2 : ℂ)).mul_const Complex.I).cexp
  refine ((((h.dA t).const_mul (2 : ℂ)).fun_mul hB).fun_mul hE).congr_deriv ?_
  rw [phase_neg]
  simp only [coherence, map_mul, map_div₀, Complex.conj_ofReal, map_ofNat,
    Complex.ofReal_mul, Complex.ofReal_sub, Complex.ofReal_ofNat, ← Complex.mul_conj]
  -- the only input beyond algebra is the unit modulus of the phase factor
  linear_combination ((W t : ℂ) * (A t * conj (A t) - B t * conj (B t))) * phase_mul_conj (θ t)

/-- Kinetic equations of pair creation, for amplitudes normalised at one time `t₀`: `f' = Wu/2`, `u'
= W(1-2f) - 2ωv`, `v' = 2ωu`, and `(1-2f)² + u² + v² = 1` at all times. -/
theorem kinetic_equations (h : BogoliubovFlow W ω θ A B) {t₀ : ℝ}
    (h₀ : Complex.normSq (A t₀) + Complex.normSq (B t₀) = 1) (t : ℝ) :
    HasDerivAt (pairNumber B) (W t / 2 * (coherence θ A B t).re) t ∧
    HasDerivAt (fun s => (coherence θ A B s).re)
      (W t * (1 - 2 * pairNumber B t) - 2 * ω t * (coherence θ A B t).im) t ∧
    HasDerivAt (fun s => (coherence θ A B s).im) (2 * ω t * (coherence θ A B t).re) t ∧
    (1 - 2 * pairNumber B t) ^ 2 + (coherence θ A B t).re ^ 2
      + (coherence θ A B t).im ^ 2 = 1 := by
  have hN := (normalisation_conserved h t t₀).trans h₀
  have hA : Complex.normSq (A t) = 1 - Complex.normSq (B t) := by linarith
  have hz := coherence_rate h t
  refine ⟨pairNumber_rate h t, ?_, ?_, ?_⟩
  · refine HasDerivAt.congr_deriv (Complex.reCLM.hasFDerivAt.comp_hasDerivAt t hz) ?_
    simp only [Complex.reCLM_apply, Complex.add_re, Complex.ofReal_re, Complex.re_ofReal_mul,
      Complex.I_mul_re, pairNumber, hA]
    ring
  · refine HasDerivAt.congr_deriv (Complex.imCLM.hasFDerivAt.comp_hasDerivAt t hz) ?_
    simp only [Complex.imCLM_apply, Complex.add_im, Complex.ofReal_im, Complex.im_ofReal_mul,
      Complex.I_mul_im, zero_add]
  · -- |u + iv|² = 4 |A|² |B|²
    have hE : Complex.normSq (Complex.exp (2 * (θ t : ℂ) * Complex.I)) = 1 := by
      exact_mod_cast (Complex.mul_conj _).symm.trans (phase_mul_conj (θ t))
    have h2 : Complex.normSq 2 = 4 := by norm_num [Complex.normSq_apply]
    have hs : Complex.normSq (coherence θ A B t) =
        4 * Complex.normSq (A t) * Complex.normSq (B t) := by
      simp only [coherence, map_mul, Complex.normSq_conj, hE, h2, mul_one]
    rw [Complex.normSq_apply, hA] at hs
    simp only [pairNumber]
    linear_combination hs

/-- Quantum Vlasov equation: for continuous `W` and a normalised mode empty at `t₀`, the rate `f'`
at time `t` is `W(t)/2` times the integral over `s` from `t₀` to `t` of `W(s) (1 - 2f(s)) cos(2(θ(t)
- θ(s)))`. -/
theorem quantum_vlasov (h : BogoliubovFlow W ω θ A B) (hW : Continuous W) {t₀ : ℝ}
    (h₀ : Complex.normSq (A t₀) + Complex.normSq (B t₀) = 1) (hB : B t₀ = 0) (t : ℝ) :
    HasDerivAt (pairNumber B) (W t / 2 *
      ∫ s in t₀..t, W s * (1 - 2 * pairNumber B s) * Real.cos (2 * (θ t - θ s))) t := by
  -- rotating (u, v) by twice the phase difference θ(t) - θ(s) removes the precession
  have hd : ∀ s, HasDerivAt (fun s => (coherence θ A B s).re * Real.cos (2 * (θ t - θ s))
      - (coherence θ A B s).im * Real.sin (2 * (θ t - θ s)))
      (W s * (1 - 2 * pairNumber B s) * Real.cos (2 * (θ t - θ s))) s := by
    intro s
    obtain ⟨_, hu, hv, _⟩ := kinetic_equations h h₀ s
    have hp := ((h.dθ s).const_sub (θ t)).const_mul (2 : ℝ)
    refine ((hu.fun_mul hp.cos).fun_sub (hv.fun_mul hp.sin)).congr_deriv ?_
    ring
  have hθ : Continuous θ := continuous_iff_continuousAt.2 fun s => (h.dθ s).continuousAt
  have hf : Continuous (pairNumber B) :=
    continuous_iff_continuousAt.2 fun s => (pairNumber_rate h s).continuousAt
  have hc : Continuous fun s =>
      W s * (1 - 2 * pairNumber B s) * Real.cos (2 * (θ t - θ s)) :=
    (hW.mul (continuous_const.sub (continuous_const.mul hf))).mul
      (Real.continuous_cos.comp (continuous_const.mul (continuous_const.sub hθ)))
  have hz : coherence θ A B t₀ = 0 := by simp [coherence, hB]
  refine (pairNumber_rate h t).congr_deriv ?_
  rw [intervalIntegral.integral_eq_sub_of_hasDerivAt (fun s _ => hd s)
    (hc.intervalIntegrable _ _)]
  simp only [hz, sub_self, mul_zero, Real.cos_zero, Real.sin_zero, Complex.zero_re,
    Complex.zero_im, zero_mul, sub_zero, mul_one]

/-- The amplitude `A` of the explicit Rabi-type solution with real parameters `χ` and `Ω`. -/
def rabiA (χ Ω t : ℝ) : ℂ :=
  Complex.exp (-(((Ω * Real.cos χ * t : ℝ) : ℂ) * Complex.I)) *
    ((Real.cos (Ω * t) : ℂ) + (Real.cos χ : ℂ) * (Real.sin (Ω * t) : ℂ) * Complex.I)

/-- The amplitude `B` of the explicit Rabi-type solution with real parameters `χ` and `Ω`. -/
def rabiB (χ Ω t : ℝ) : ℂ :=
  Complex.exp (((Ω * Real.cos χ * t : ℝ) : ℂ) * Complex.I) *
    ((Real.sin χ * Real.sin (Ω * t) : ℝ) : ℂ)

/-- For constant `W = 2Ω sin χ` and `ω = Ω cos χ` the Rabi amplitudes solve the Bogoliubov
equations, are normalised at time zero, and give `f = (sin χ sin Ωt)²`. -/
theorem bogoliubovFlow_witness (χ Ω : ℝ) :
    BogoliubovFlow (fun _ => 2 * Ω * Real.sin χ) (fun _ => Ω * Real.cos χ)
      (fun t => Ω * Real.cos χ * t) (rabiA χ Ω) (rabiB χ Ω) ∧
    Complex.normSq (rabiA χ Ω 0) + Complex.normSq (rabiB χ Ω 0) = 1 ∧
    ∀ t, pairNumber (rabiB χ Ω) t = (Real.sin χ * Real.sin (Ω * t)) ^ 2 := by
  have lin : ∀ k t : ℝ, HasDerivAt (fun s : ℝ => k * s) k t := fun k t =>
    ((hasDerivAt_id' t).const_mul k).congr_deriv (mul_one k)
  have hcs : (Real.sin χ : ℂ) ^ 2 + (Real.cos χ : ℂ) ^ 2 = 1 := by
    exact_mod_cast Real.sin_sq_add_cos_sq χ
  have hpm : ∀ x : ℂ, Complex.exp (x * Complex.I) * Complex.exp (-(x * Complex.I)) = 1 := by
    intro x
    rw [← Complex.exp_add, add_neg_cancel, Complex.exp_zero]
  have hM : ∀ x : ℂ, Complex.exp (-(2 * x * Complex.I)) =
      Complex.exp (-(x * Complex.I)) * Complex.exp (-(x * Complex.I)) := by
    intro x
    rw [← Complex.exp_add]
    congr 1
    ring
  have hP : ∀ x : ℂ, Complex.exp (2 * x * Complex.I) =
      Complex.exp (x * Complex.I) * Complex.exp (x * Complex.I) := by
    intro x
    rw [← Complex.exp_add]
    congr 1
    ring
  refine ⟨⟨fun t => ?_, fun t => ?_, fun t => lin _ t⟩, by simp [rabiA, rabiB], fun t => ?_⟩
  · have hx := ((lin (Ω * Real.cos χ) t).ofReal_comp.mul_const Complex.I).fun_neg.cexp
    have hc := (lin Ω t).cos.ofReal_comp
    have hs := (lin Ω t).sin.ofReal_comp
    refine (hx.fun_mul (hc.fun_add
      ((hs.const_mul (Real.cos χ : ℂ)).mul_const Complex.I))).congr_deriv ?_
    have h1 := hpm ((Ω * Real.cos χ * t : ℝ) : ℂ)
    dsimp only [rabiB]
    rw [hM]
    generalize Complex.exp (-(((Ω * Real.cos χ * t : ℝ) : ℂ) * Complex.I)) = M at h1 ⊢
    generalize Complex.exp (((Ω * Real.cos χ * t : ℝ) : ℂ) * Complex.I) = P at h1 ⊢
    simp only [Complex.ofReal_mul, Complex.ofReal_neg, Complex.ofReal_ofNat]
    linear_combination ((Ω : ℂ) * (Real.sin χ : ℂ) ^ 2 * (Real.sin (Ω * t) : ℂ) * M) * h1
      + (M * (Ω : ℂ) * (Real.sin (Ω * t) : ℂ)) * hcs
      - (M * (Ω : ℂ) * (Real.cos χ : ℂ) ^ 2 * (Real.sin (Ω * t) : ℂ)) * Complex.I_sq
  · have hx := ((lin (Ω * Real.cos χ) t).ofReal_comp.mul_const Complex.I).cexp
    have hs := ((lin Ω t).sin.const_mul (Real.sin χ)).ofReal_comp
    refine (hx.fun_mul hs).congr_deriv ?_
    have h1 := hpm ((Ω * Real.cos χ * t : ℝ) : ℂ)
    dsimp only [rabiA]
    rw [hP]
    generalize Complex.exp (-(((Ω * Real.cos χ * t : ℝ) : ℂ) * Complex.I)) = M at h1 ⊢
    generalize Complex.exp (((Ω * Real.cos χ * t : ℝ) : ℂ) * Complex.I) = P at h1 ⊢
    simp only [Complex.ofReal_mul, Complex.ofReal_ofNat]
    linear_combination (-((Ω : ℂ) * (Real.sin χ : ℂ) * P * ((Real.cos (Ω * t) : ℂ)
      + (Real.cos χ : ℂ) * (Real.sin (Ω * t) : ℂ) * Complex.I))) * h1
  · simp only [pairNumber, rabiB]
    rw [map_mul, Complex.normSq_eq_norm_sq, Complex.norm_exp_ofReal_mul_I, Complex.normSq_ofReal]
    ring

end

end PairCreationKinetics
```

```lean
#print axioms PairCreationKinetics.kinetic_equations
-- 'PairCreationKinetics.kinetic_equations' depends on axioms: [propext, Classical.choice, Quot.sound]
#print axioms PairCreationKinetics.quantum_vlasov
-- 'PairCreationKinetics.quantum_vlasov' depends on axioms: [propext, Classical.choice, Quot.sound]
```

## How the proof follows the derivation

`phase_neg` and `phase_mul_conj` supply conj(E) = exp(−2iθ) and E conj(E) = 1. `hasDerivAt_normSq` is the rule (|z|²)' = 2 Re(conj(z) z'), and `pairNumber_rate` applies it to B. `normalisation_conserved` adds the two opposite rates and uses the fact that a function with zero derivative everywhere is constant.

`coherence_rate` is the product rule for C; its `linear_combination` step is the algebra that uses E conj(E) = 1. `kinetic_equations` then takes real and imaginary parts, replaces |A|² by 1 − |B|², and gets the sphere from |C|² = 4|A|²|B|².

In `quantum_vlasov`, `hd` is the formula for R', `hc` is the continuity of the integrand, and the fundamental theorem of calculus does the rest. The witness proof differentiates the explicit amplitudes, names the two exponentials `M` and `P`, and closes the algebra with PM = 1 and sin²χ + cos²χ = 1.

## The bosonic sign, and a use in simulation

Changing the sign in the first equation to A' = (W/2) B exp(−2iθ), with |A|² − |B|² = 1, gives the bosonic case. The same steps, done here by hand and not in the Lean file, lead to

    f' = Wu/2
    u' = W(1 + 2f) − 2ωv
    v' = 2ωu
    (1 + 2f)² − u² − v² = 1

so the sphere becomes a hyperboloid.

In a simulation of one fermion mode that starts from f = u = v = 0 in a prescribed field, without collisions or back-reaction, the three local equations can replace the memory integral, and a departure from the sphere reveals numerical error. Staying on the sphere does not prove accuracy, since some integrators preserve it at any step size.
